# Fast summation of the Dyson series converges to the full Green's operator when ‖G₀S‖ < 1

The theorem `dyson_fast_tendsto` concerns a full Green's operator G that satisfies the Dyson equation G = G₀ + G₀SG, with free Green's operator G₀ and self-energy S. All three are elements of a normed ring, and G is given, so its existence is not part of the claim. If ‖G₀S‖ < 1 and m > 1 is a natural number, then the product of the n factors 1 + Y + … + Y^(m−1), with Y = (G₀S)^(m^j) and j = 0, …, n−1, multiplied on the right by G₀, converges in norm to G as n grows. The proof takes the error bound ‖G₀S‖^(m^n) ‖G‖ from the preceding theorem, shows that it tends to zero, and concludes by squeezing.

In Lean, a first try:

```lean
import Mathlib

open Finset Filter Topology

namespace FastNeumannSummation

section Series

variable {R : Type*} [Semiring R]

/-- The Neumann series of `X` truncated after `N` terms, `1 + X + ... + X^(N-1)`. -/
def neumannSum (X : R) (N : ℕ) : R := ∑ k ∈ range N, X ^ k

/-- The `j`-th factor of the fast summation in base `m`: the sum of the first `m` powers
of `X^(m^j)`. -/
def neumannFactor (m : ℕ) (X : R) (j : ℕ) : R := ∑ i ∈ range m, X ^ (i * m ^ j)

/-- The ordered product of the first `n` factors of the fast summation in base `m`. -/
def neumannProduct (m : ℕ) (X : R) (n : ℕ) : R :=
  ((List.range n).map (neumannFactor m X)).prod

/-- A Neumann sum of `N * m` terms is the sum of `N` terms times a sum of `m` powers
of `X^N`. -/
theorem neumannSum_mul (X : R) (N m : ℕ) :
    neumannSum X (N * m) = neumannSum X N * ∑ i ∈ range m, X ^ (i * N) := by
  induction m with
  | zero => simp [neumannSum]
  | succ m ih =>
    -- split off the last block of `N` consecutive powers
    have block : ∑ k ∈ range N, X ^ (N * m + k) = neumannSum X N * X ^ (m * N) := by
      rw [neumannSum, Finset.sum_mul]
      refine Finset.sum_congr rfl fun k _ => ?_
      rw [← pow_add]
      congr 1
      ring
    have split : neumannSum X (N * (m + 1))
        = neumannSum X (N * m) + ∑ k ∈ range N, X ^ (N * m + k) := by
      rw [Nat.mul_succ]
      exact Finset.sum_range_add _ _ _
    rw [split, block, ih, Finset.sum_range_succ, mul_add]

/-- Fast summation: the Neumann series with `m^n` terms is the product of `n` factors,
each a sum of `m` powers. -/
theorem neumannSum_pow (X : R) (m n : ℕ) :
    neumannSum X (m ^ n) = neumannProduct m X n := by
  induction n with
  | zero => simp [neumannSum, neumannProduct]
  | succ n ih =>
    -- one more factor multiplies the number of terms by `m`
    rw [pow_succ, neumannSum_mul, ih]
    simp [neumannProduct, neumannFactor, List.range_succ]

end Series

section Dyson

variable {R : Type*} [Ring R]

/-- The Dyson equation `G = G₀ + G₀ S G` for the free Green's operator `G₀`, the
self-energy `S` and the full Green's operator `G`. -/
def DysonEquation (G₀ S G : R) : Prop := G = G₀ + G₀ * S * G

/-- Iterating the Dyson equation `N` times gives the `N`-term Neumann series applied to `G₀`
plus the remainder `(G₀ S)^N G`. -/
theorem dyson_iterate {G₀ S G : R} (h : DysonEquation G₀ S G) (N : ℕ) :
    G = neumannSum (G₀ * S) N * G₀ + (G₀ * S) ^ N * G := by
  induction N with
  | zero => simp [neumannSum]
  | succ N ih =>
    have h' : G₀ + G₀ * S * G = G := Eq.symm h
    calc G = neumannSum (G₀ * S) N * G₀ + (G₀ * S) ^ N * G := ih
      _ = neumannSum (G₀ * S) N * G₀ + (G₀ * S) ^ N * (G₀ + G₀ * S * G) := by rw [h']
      _ = neumannSum (G₀ * S) (N + 1) * G₀ + (G₀ * S) ^ (N + 1) * G := by
        simp only [neumannSum, Finset.sum_range_succ, pow_succ, mul_add, add_mul, mul_assoc]
        abel

/-- The error of the fast product with `n` factors in base `m`, as an approximation to the
full Green's operator, is exactly `(G₀ S)^(m^n) G`. -/
theorem dyson_fast_error {G₀ S G : R} (h : DysonEquation G₀ S G) (m n : ℕ) :
    G - neumannProduct m (G₀ * S) n * G₀ = (G₀ * S) ^ (m ^ n) * G := by
  have key := dyson_iterate h (m ^ n)
  rw [neumannSum_pow] at key
  exact sub_eq_of_eq_add' key

end Dyson

section Convergence

variable {R : Type*} [NormedRing R]

/-- The error of the fast product with `n` factors is at most `‖G₀ S‖^(m^n) ‖G‖`. -/
theorem dyson_fast_norm_error {G₀ S G : R} (h : DysonEquation G₀ S G)
    {m : ℕ} (hm : 0 < m) (n : ℕ) :
    ‖G - neumannProduct m (G₀ * S) n * G₀‖ ≤ ‖G₀ * S‖ ^ (m ^ n) * ‖G‖ := by
  rw [dyson_fast_error h]
  refine (norm_mul_le _ _).trans ?_
  exact mul_le_mul_of_nonneg_right (norm_pow_le' _ (pow_pos hm n)) (norm_nonneg _)

/-- If `‖G₀ S‖ < 1` and `m > 1`, the base-`m` products applied to `G₀` converge to the full Green's
operator as the number of factors grows. -/
theorem dyson_fast_tendsto {G₀ S G : R} (h : DysonEquation G₀ S G)
    (hK : ‖G₀ * S‖ < 1) {m : ℕ} (hm : 1 < m) :
    Tendsto (fun n => neumannProduct m (G₀ * S) n * G₀) atTop (𝓝 G) := by
  have lim : Tendsto (fun n : ℕ => ‖G₀ * S‖ ^ (m ^ n) * ‖G‖) atTop (𝓝 0) := by
    have l := ((tendsto_pow_atTop_nhds_zero_of_lt_one (norm_nonneg (G₀ * S)) hK).comp
      (Nat.tendsto_pow_atTop_atTop_of_one_lt hm)).mul_const ‖G‖
    rw [zero_mul] at l
    exact l
  rw [tendsto_iff_norm_sub_tendsto_zero]
  refine squeeze_zero (fun n => norm_nonneg _) (fun n => ?_) lim
  rw [norm_sub_rev]
  exact dyson_fast_norm_error h (by omega) n

end Convergence

end FastNeumannSummation
```

Lean reports:

```
Main.lean:106:7: error(lean.unknownIdentifier): Unknown constant `Nat.tendsto_pow_atTop_atTop_of_one_lt`
```

Cause. The message says that no constant named `Nat.tendsto_pow_atTop_atTop_of_one_lt` exists in the Mathlib being used. The name was meant to supply the fact that m^n tends to infinity with n when m > 1. The proof needs this to compose with `tendsto_pow_atTop_nhds_zero_of_lt_one`, which says that the powers ‖G₀S‖^k tend to zero as k grows. Together they give the limit of ‖G₀S‖^(m^n).

The diff only removes the prefix `Nat.`. The lemma `tendsto_pow_atTop_atTop_of_one_lt` does exist outside that namespace. It is stated for a general class of ordered semirings that includes the natural numbers, so it accepts `hm : 1 < m` and gives the limit that the composition needs. The rest of the proof is unchanged, and the mathematical argument was sound as it stood.

The change, after which it compiles:

```diff
@@ -104,5 +104,5 @@
   have lim : Tendsto (fun n : ℕ => ‖G₀ * S‖ ^ (m ^ n) * ‖G‖) atTop (𝓝 0) := by
     have l := ((tendsto_pow_atTop_nhds_zero_of_lt_one (norm_nonneg (G₀ * S)) hK).comp
-      (Nat.tendsto_pow_atTop_atTop_of_one_lt hm)).mul_const ‖G‖
+      (tendsto_pow_atTop_atTop_of_one_lt hm)).mul_const ‖G‖
     rw [zero_mul] at l
     exact l
```
